# The mode sum of rᵏ(1 − cos kτ)/k over k ≥ 1 in closed form for |r| < 1

The failing declaration, `hasSum_modes`, concerns a sum over modes of integer frequency k ≥ 1, in which each mode contributes 1 − cos(kτ) with weight rᵏ/k. For real r with |r| < 1 and any real τ, it states that the sum converges to −log(1 − r) + ½ log(1 − 2r cos τ + r²). No Hamiltonian or quantum state enters the statement, which is purely about this series. The attempt takes the known series for −log(1 − r), subtracts the cosine series already summed in `hasSum_cos`, and then checks that the terms and the value agree with those claimed.

Lean 4 with Mathlib refuses this proof:

```lean
import Mathlib

open Filter Topology

namespace OhmicPhaseCorrelator

noncomputable section

/-- For `|r| < 1`, the sum over `n ≥ 1` of `r ^ n * cos (n τ) / n` converges to `-1/2` times the
logarithm of the squared distance between `1` and `r e^{iτ}`. -/
theorem hasSum_cos {r : ℝ} (hr : |r| < 1) (τ : ℝ) :
    HasSum (fun n : ℕ => r ^ (n + 1) * Real.cos (((n : ℝ) + 1) * τ) / ((n : ℝ) + 1))
      (-(1 / 2 * Real.log (1 - 2 * r * Real.cos τ + r ^ 2))) := by
  obtain ⟨z, hz⟩ : ∃ z : ℂ, z = (r : ℂ) * Complex.exp ((τ : ℂ) * Complex.I) := ⟨_, rfl⟩
  have hnorm : ‖z‖ < 1 := by
    rw [hz, norm_mul, Complex.norm_exp_ofReal_mul_I, mul_one, Complex.norm_real]
    exact hr
  have hre : z.re = r * Real.cos τ := by
    rw [hz, Complex.re_ofReal_mul, Complex.exp_ofReal_mul_I_re]
  have him : z.im = r * Real.sin τ := by
    rw [hz, Complex.im_ofReal_mul, Complex.exp_ofReal_mul_I_im]
  have hsq : 1 - 2 * r * Real.cos τ + r ^ 2 = ‖1 - z‖ ^ 2 := by
    rw [Complex.sq_norm, Complex.normSq_apply, Complex.sub_re, Complex.sub_im,
      Complex.one_re, Complex.one_im, hre, him]
    linear_combination (-r ^ 2) * Real.sin_sq_add_cos_sq τ
  have hval : -(1 / 2 * Real.log (1 - 2 * r * Real.cos τ + r ^ 2))
      = -Real.log ‖1 - z‖ := by
    rw [hsq, Real.log_pow]
    push_cast
    ring
  -- real part of the logarithm series, with the empty zeroth term removed
  have h := (hasSum_nat_add_iff' 1).mpr
    (Complex.reCLM.hasSum (Complex.hasSum_taylorSeries_neg_log hnorm))
  convert h using 1
  · rfl
  · funext n
    have hpow : z ^ (n + 1) = ((r ^ (n + 1) : ℝ) : ℂ) *
        Complex.exp (((((n : ℝ) + 1) * τ : ℝ) : ℂ) * Complex.I) := by
      rw [hz, mul_pow, ← Complex.exp_nat_mul]
      push_cast
      ring_nf
    change _ = (z ^ (n + 1) / ((n + 1 : ℕ) : ℂ)).re
    rw [Complex.div_natCast_re, hpow, Complex.re_ofReal_mul, Complex.exp_ofReal_mul_I_re,
      Nat.cast_add, Nat.cast_one]
  · rw [hval]
    simp [Complex.log_re]

/-- The mode sum converges, with a closed form in logarithms. -/
theorem hasSum_modes {r : ℝ} (hr : |r| < 1) (τ : ℝ) :
    HasSum (fun n : ℕ => r ^ (n + 1) * (1 - Real.cos (((n : ℝ) + 1) * τ)) / ((n : ℝ) + 1))
      (-Real.log (1 - r) + 1 / 2 * Real.log (1 - 2 * r * Real.cos τ + r ^ 2)) := by
  convert (Real.hasSum_pow_div_log_of_abs_lt_one hr).sub (hasSum_cos hr τ) using 1
  · funext n
    ring
  · ring

end

end OhmicPhaseCorrelator
```

The compiler's answer:

```
Main.lean:53:4: error: Tactic `apply` failed: could not unify the conclusion of `@funext`
  ?f = ?g
with the goal
  Real.instAddCommMonoid = Real.instAddCommGroup.toAddCommMonoid

Note: The full type of `@funext` is
  ∀ {α : Sort ?u.94} {β : α → Sort ?u.93} {f g : (x : α) → β x}, (∀ (x : α), f x = g x) → f = g

case e'_3
r : ℝ
hr : |r| < 1
τ : ℝ
⊢ Real.instAddCommMonoid = Real.instAddCommGroup.toAddCommMonoid
Try this:
  [apply] ring_nf
  
  The `ring` tactic failed to close the goal. Use `ring_nf` to obtain a normal form.
    
  Note that `ring` works primarily in *commutative* rings. If you have a noncommutative ring, abelian group or module, consider using `noncomm_ring`, `abel` or `module` instead.
Main.lean:55:2: error: unsolved goals
case e'_5
r : ℝ
hr : |r| < 1
τ : ℝ
⊢ (fun n => -(r * r ^ n * Real.cos (↑n * τ + τ) * (1 + ↑n)⁻¹) + r * r ^ n * (1 + ↑n)⁻¹) = fun b =>
    r * r ^ b * (1 + ↑b)⁻¹ - r * r ^ b * (1 + ↑b)⁻¹ * Real.cos (τ + τ * ↑b)
Main.lean:51:81: error: unsolved goals
case e'_6
r : ℝ
hr : |r| < 1
τ : ℝ
⊢ -Real.log (1 - r) + 1 / 2 * Real.log (1 - 2 * r * Real.cos τ + r ^ 2) =
    -Real.log (1 - r) - -(1 / 2 * Real.log (1 - 2 * r * Real.cos τ + r ^ 2))
```

The repair, with which the file compiles:

```diff
@@ -51,4 +51,5 @@
       (-Real.log (1 - r) + 1 / 2 * Real.log (1 - 2 * r * Real.cos τ + r ^ 2)) := by
   convert (Real.hasSum_pow_div_log_of_abs_lt_one hr).sub (hasSum_cos hr τ) using 1
+  · rfl
   · funext n
     ring
```

Cause. The proof has two bullets, for the terms and for the value, but `convert` leaves three goals. The extra one comes first and asks that two additive commutative monoid structures on ℝ be equal: `Real.instAddCommMonoid`, used in the statement, and the one derived from `Real.instAddCommGroup`, which comes in with the subtraction of series.

Every bullet therefore meets the wrong goal. `funext n` fails because the first goal is not an equation between functions. The `ring` meant for the value gets the equation between the terms, still as functions of `n`, and normalises it without closing it. The equation between the values is left with no bullet at all, hence the last error.

The added `· rfl` closes the instance goal, since the two structures are equal by definition. The existing bullets then fall on the goals they were written for, and both succeed unchanged.
